# The linearized downfolding energy of a finite Hermitian matrix is never below its lowest eigenvalue

A few electronic configurations matter most to the state I want, and they couple to a much larger set of secondary configurations. I eliminate the secondary amplitudes, which leaves a small effective Hamiltonian that depends on the energy I am looking for. To avoid solving that nonlinear problem, I expand about a guess $e$, keep the first order, and solve a small generalized eigenproblem for the correction $\mu$. Truncating a series does not by itself fix the sign of the error. Can $e+\mu$ fall below the true lowest eigenvalue of the full matrix?

## The corrected energy is an expectation value of the full Hamiltonian

It cannot, provided that the full matrix is Hermitian and $e$ is not an eigenvalue of the secondary block. Write

$$H=\begin{pmatrix}A&B\\B^*&D\end{pmatrix},\qquad (D-e)R=1,$$

with $e$ real and $B^*$ the conjugate transpose of $B$. Invertibility of $D-e$ means that no level of the isolated secondary space is resonant with the guess. Set $F=A-e-BRB^*$ and $S=1+BR^2B^*$. The linearized problem is $Fc=\mu Sc$ with $c\neq0$.

The word "linearized" can be checked directly. Let $R'$ be the inverse of $D-e-\mu$, assuming that it exists. Then $R'=R+\mu RR'$, and inserting this identity into itself gives $R'=R+\mu R^2+\mu^2R^2R'$. The exact downfolded operator at $e+\mu$ is therefore

$$A-e-\mu-BR'B^*=F-\mu S-\mu^2BR^2R'B^*.$$

Dropping the last term leaves the generalized eigenproblem.

Now restore the secondary amplitudes by setting $x=(c,-RB^*c)$. The primary part of $(H-e)x$ is $(A-e)c-BRB^*c=Fc$, and the secondary part is $B^*c-(D-e)RB^*c=0$. Hence $(H-e)x=(Fc,0)$.

The adjoint of $(D-e)R=1$ is $R^*(D-e)=1$, so $R^*=R^*(D-e)R=R$. It follows that

$$x^*x=c^*c+c^*BR^2B^*c=c^*Sc>0,$$

$$x^*(H-e)x=c^*Fc=\mu\,c^*Sc=\mu\,x^*x.$$

Dividing by $x^*x$ gives the Rayleigh quotient $x^*Hx/x^*x=e+\mu$. Since $x^*Hx$ and $x^*x$ are real, so is $\mu$. If $E_0$ is the lowest eigenvalue of $H$, then $H-E_0$ has no negative eigenvalue, so $E_0\,x^*x\le x^*Hx=(e+\mu)\,x^*x$ and $E_0\le e+\mu$.

The linearization error shows up in the residual:

$$(H-e-\mu)x=(\mu Sc,0)-\mu(c,-RB^*c)=\mu(BR^2B^*c,\;RB^*c).$$

It vanishes exactly when $\mu=0$ or $RB^*c=0$. Applying $D-e$ turns the second condition into $B^*c=0$.

For a two-level example, take $A=B=1$, $D=2$ and $e=1$. Then $R=1$, $F=-1$, $S=2$ and $\mu=-1/2$. The estimate is $1/2$, above the lowest eigenvalue $(3-\sqrt5)/2\approx0.382$. The normalized vector is $(1,-1)/\sqrt2$, and its residual has norm $1/2$.

In the Lean file, the finite index types `m` and `n` label primary and secondary basis states, and `m ⊕ n` labels the full basis, taken to be orthonormal. The definitions `downfolded`, `metric` and `lifted` are $F$, $S$ and $x$; `lifted` is not normalized, and `rayleigh` divides by its squared norm. The hypothesis `hR` states $(D-e)R=1$, which for square matrices makes $R$ a two-sided inverse.

The main theorem, `linearized_downfolding`, takes Hermitian `A` and `D`, a real `mu` and a nonzero solution `c`, and concludes the Rayleigh quotient, the bound and the residual. The bound is stated for any `E₀` that is the least element of `energies`, the set of real eigenvalues. It concerns the lowest eigenvalue of this finite matrix, whichever root `mu` is; error from the choice of basis or from the model behind $H$ is a separate matter.

```lean
import Mathlib

open Matrix
open scoped ComplexOrder

namespace LinearizedDownfolding

noncomputable section

variable {m n : Type*} [Fintype m] [Fintype n] [DecidableEq m] [DecidableEq n]

/-- The Hamiltonian with primary block `A`, secondary block `D` and coupling `B`. -/
def hamiltonian (A : Matrix m m ℂ) (B : Matrix m n ℂ) (D : Matrix n n ℂ) :
    Matrix (m ⊕ n) (m ⊕ n) ℂ := fromBlocks A B Bᴴ D

/-- The downfolded operator `A - e - B R B*` on the primary space. -/
def downfolded (A : Matrix m m ℂ) (B : Matrix m n ℂ) (R : Matrix n n ℂ) (e : ℝ) :
    Matrix m m ℂ := A - (e : ℂ) • 1 - B * R * Bᴴ

/-- The metric `1 + B R² B*` on the primary space. -/
def metric (B : Matrix m n ℂ) (R : Matrix n n ℂ) : Matrix m m ℂ :=
  1 + B * (R * R) * Bᴴ

/-- The full-space vector `x = (c, -R B* c)` built from a primary vector `c`. -/
def lifted (B : Matrix m n ℂ) (R : Matrix n n ℂ) (c : m → ℂ) : m ⊕ n → ℂ :=
  Sum.elim c (-(R *ᵥ (Bᴴ *ᵥ c)))

/-- The Rayleigh quotient `x* M x / x* x`, for nonzero `x`. -/
def rayleigh (M : Matrix n n ℂ) (x : n → ℂ) : ℂ :=
  (star x ⬝ᵥ (M *ᵥ x)) / (star x ⬝ᵥ x)

/-- The set of real eigenvalues of `M`. -/
def energies (M : Matrix n n ℂ) : Set ℝ :=
  {E | ∃ v : n → ℂ, v ≠ 0 ∧ M *ᵥ v = (E : ℂ) • v}

variable {A : Matrix m m ℂ} {B : Matrix m n ℂ} {D R : Matrix n n ℂ} {e : ℝ} {c : m → ℂ}

/-- If `R` inverts `D - e`, then `(H - e) x` has no secondary component, and its primary
component is the downfolded operator applied to `c`. -/
theorem shifted_action (hR : (D - (e : ℂ) • 1) * R = 1) :
    hamiltonian A B D *ᵥ lifted B R c - (e : ℂ) • lifted B R c
      = Sum.elim (downfolded A B R e *ᵥ c) 0 := by
  have hD : ∀ w : n → ℂ, D *ᵥ (R *ᵥ w) - (e : ℂ) • (R *ᵥ w) = w := by
    intro w
    calc _ = ((D - (e : ℂ) • 1) * R) *ᵥ w := by
          rw [Matrix.sub_mul, Matrix.smul_mul, Matrix.one_mul, Matrix.sub_mulVec,
            Matrix.smul_mulVec, Matrix.mulVec_mulVec]
      _ = w := by rw [hR, Matrix.one_mulVec]
  unfold hamiltonian lifted
  rw [Matrix.fromBlocks_mulVec]
  ext (i | i)
  · simp only [Pi.sub_apply, Pi.smul_apply, Pi.add_apply, Pi.neg_apply, Sum.elim_inl,
      Sum.elim_comp_inl, Sum.elim_comp_inr, downfolded, Matrix.sub_mulVec,
      Matrix.smul_mulVec, Matrix.one_mulVec, Matrix.mulVec_neg, ← Matrix.mulVec_mulVec,
      smul_eq_mul]
    ring
  · have hi := congrFun (hD (Bᴴ *ᵥ c)) i
    simp only [Pi.sub_apply, Pi.smul_apply, Pi.add_apply, Pi.neg_apply, Pi.zero_apply,
      Sum.elim_inr, Sum.elim_comp_inl, Sum.elim_comp_inr, Matrix.mulVec_neg,
      smul_eq_mul] at hi ⊢
    linear_combination -hi

/-- For Hermitian `D` and `R` the inverse of `D - e`, the squared norm of `x` is the metric
form `c* (1 + B R² B*) c`, and it is positive when `c` is nonzero. -/
theorem lifted_norm (hD : D.IsHermitian) (hR : (D - (e : ℂ) • 1) * R = 1) (hc : c ≠ 0) :
    star (lifted B R c) ⬝ᵥ lifted B R c = star c ⬝ᵥ (metric B R *ᵥ c) ∧
      0 < star (lifted B R c) ⬝ᵥ lifted B R c := by
  -- the inverse of a Hermitian matrix is Hermitian
  have hM : (D - (e : ℂ) • 1)ᴴ = D - (e : ℂ) • 1 := by
    rw [conjTranspose_sub, conjTranspose_smul, conjTranspose_one, hD.eq,
      Complex.star_def, Complex.conj_ofReal]
  have hl : Rᴴ * (D - (e : ℂ) • 1) = 1 := by
    have h := congrArg conjTranspose hR
    rwa [conjTranspose_mul, hM, conjTranspose_one] at h
  have hRR : Rᴴ = R := by
    calc Rᴴ = Rᴴ * ((D - (e : ℂ) • 1) * R) := by rw [hR, Matrix.mul_one]
      _ = R := by rw [← Matrix.mul_assoc, hl, Matrix.one_mul]
  constructor
  · have hs : star (lifted B R c) ⬝ᵥ lifted B R c
        = star c ⬝ᵥ c + star (R *ᵥ (Bᴴ *ᵥ c)) ⬝ᵥ (R *ᵥ (Bᴴ *ᵥ c)) := by
      simp [lifted, dotProduct, Fintype.sum_sum_type]
    rw [hs, Matrix.star_mulVec, hRR, Matrix.star_mulVec, conjTranspose_conjTranspose,
      ← Matrix.dotProduct_mulVec, ← Matrix.dotProduct_mulVec]
    simp only [metric, Matrix.add_mulVec, Matrix.one_mulVec, dotProduct_add,
      ← Matrix.mulVec_mulVec]
  · have hx : lifted B R c ≠ 0 := fun h => hc (funext fun i => congrFun h (Sum.inl i))
    exact lt_of_le_of_ne (dotProduct_star_self_nonneg _)
      (fun h => hx (dotProduct_star_self_eq_zero.mp h.symm))

/-- Variational principle: the lowest eigenvalue `E₀` of a Hermitian matrix satisfies
`E₀ x* x ≤ x* M x` for every `x`. -/
theorem variational {M : Matrix n n ℂ} (hM : M.IsHermitian) {E₀ : ℝ}
    (hE : IsLeast (energies M) E₀) (x : n → ℂ) :
    E₀ * (star x ⬝ᵥ x).re ≤ (star x ⬝ᵥ (M *ᵥ x)).re := by
  have hK : (M - (E₀ : ℂ) • 1).IsHermitian := by
    unfold Matrix.IsHermitian
    rw [conjTranspose_sub, conjTranspose_smul, conjTranspose_one, hM.eq,
      Complex.star_def, Complex.conj_ofReal]
  -- the eigenvalues of `M - E₀` are those of `M`, shifted
  have hP : (M - (E₀ : ℂ) • 1).PosSemidef := by
    rw [hK.posSemidef_iff_eigenvalues_nonneg]
    intro i
    have h := hK.mulVec_eigenvectorBasis i
    rw [Matrix.sub_mulVec, Matrix.smul_mulVec, Matrix.one_mulVec] at h
    have hmem : hK.eigenvalues i + E₀ ∈ energies M := by
      refine ⟨(hK.eigenvectorBasis i).ofLp, ?_, ?_⟩
      · intro h0
        exact hK.eigenvectorBasis.orthonormal.ne_zero i (by ext j; exact congrFun h0 j)
      · ext j
        have hj := congrFun h j
        simp only [Pi.sub_apply, Pi.smul_apply, smul_eq_mul, Complex.real_smul] at hj ⊢
        push_cast
        linear_combination hj
    have := hE.2 hmem
    change 0 ≤ hK.eigenvalues i
    linarith
  have h := hP.dotProduct_mulVec_nonneg x
  rw [Matrix.sub_mulVec, Matrix.smul_mulVec, Matrix.one_mulVec, dotProduct_sub,
    dotProduct_smul, smul_eq_mul] at h
  have hre := (Complex.le_def.mp h).1
  rw [Complex.sub_re, Complex.re_ofReal_mul, Complex.zero_re] at hre
  linarith

/-- If `R` inverts `D - e` and `c` solves the linearized problem with eigenvalue `mu`, the
residual of `x` at energy `e + mu` is `mu (B R² B* c, R B* c)`. -/
theorem residual {mu : ℂ} (hR : (D - (e : ℂ) • 1) * R = 1)
    (h : downfolded A B R e *ᵥ c = mu • (metric B R *ᵥ c)) :
    hamiltonian A B D *ᵥ lifted B R c - ((e : ℂ) + mu) • lifted B R c
      = mu • Sum.elim ((B * (R * R) * Bᴴ) *ᵥ c) (R *ᵥ (Bᴴ *ᵥ c)) := by
  have h1 := shifted_action (A := A) (B := B) (c := c) hR
  rw [h] at h1
  ext (i | i)
  · have hi := congrFun h1 (Sum.inl i)
    simp only [metric, Matrix.add_mulVec, Matrix.one_mulVec, lifted, Pi.sub_apply,
      Pi.smul_apply, Pi.add_apply, Sum.elim_inl, smul_eq_mul] at hi ⊢
    linear_combination hi
  · have hi := congrFun h1 (Sum.inr i)
    simp only [lifted, Pi.sub_apply, Pi.smul_apply, Pi.neg_apply, Pi.zero_apply,
      Sum.elim_inr, smul_eq_mul] at hi ⊢
    linear_combination hi

/-- For Hermitian `D`, `R` the inverse of `D - e`, and a nonzero solution `c` of the linearized
problem with eigenvalue `mu`, the Rayleigh quotient of `H` at `x` is `e + mu`. -/
theorem rayleigh_lifted {mu : ℂ} (hD : D.IsHermitian) (hR : (D - (e : ℂ) • 1) * R = 1)
    (hc : c ≠ 0) (h : downfolded A B R e *ᵥ c = mu • (metric B R *ᵥ c)) :
    rayleigh (hamiltonian A B D) (lifted B R c) = e + mu := by
  obtain ⟨hN, hpos⟩ := lifted_norm (B := B) hD hR hc
  have hs : ∀ u : m → ℂ, star (lifted B R c) ⬝ᵥ Sum.elim u 0 = star c ⬝ᵥ u := by
    intro u
    simp [lifted, dotProduct, Fintype.sum_sum_type]
  have h2 : star (lifted B R c) ⬝ᵥ
      (hamiltonian A B D *ᵥ lifted B R c - (e : ℂ) • lifted B R c)
        = mu * (star (lifted B R c) ⬝ᵥ lifted B R c) := by
    rw [shifted_action hR, h, hs, dotProduct_smul, smul_eq_mul, hN]
  rw [dotProduct_sub, dotProduct_smul, smul_eq_mul] at h2
  unfold rayleigh
  rw [div_eq_iff hpos.ne']
  linear_combination h2

/-- For Hermitian `A` and `D` and `R` the inverse of `D - e`, every eigenvalue `mu` of the
linearized problem with a nonzero solution `c` is real. -/
theorem eigenvalue_real {mu : ℂ} (hA : A.IsHermitian) (hD : D.IsHermitian)
    (hR : (D - (e : ℂ) • 1) * R = 1) (hc : c ≠ 0)
    (h : downfolded A B R e *ᵥ c = mu • (metric B R *ᵥ c)) : mu.im = 0 := by
  have hH : (hamiltonian A B D).IsHermitian := Matrix.IsHermitian.fromBlocks hA rfl hD
  have hpos := (lifted_norm (B := B) hD hR hc).2
  have hq := (div_eq_iff hpos.ne').mp (rayleigh_lifted hD hR hc h)
  -- both the energy expectation and the squared norm are real
  have h1 := Matrix.star_dotProduct (lifted B R c) (hamiltonian A B D *ᵥ lifted B R c)
  rw [Matrix.star_mulVec, hH.eq, ← Matrix.dotProduct_mulVec, hq, star_mul'] at h1
  rw [← Matrix.star_dotProduct (lifted B R c) (lifted B R c)] at h1
  have h2 := congrArg Complex.im (mul_right_cancel₀ hpos.ne' h1)
  simp at h2
  linarith

/-- Linearized downfolding: let `H` be Hermitian, `R` the inverse of `D - e`, and `c` a nonzero
solution with eigenvalue `mu`. Then `e + mu` is the Rayleigh quotient of `H` at `x`, it is at
least the lowest eigenvalue of `H`, and the residual is `mu (B R² B* c, R B* c)`. -/
theorem linearized_downfolding {mu : ℝ} (hA : A.IsHermitian) (hD : D.IsHermitian)
    (hR : (D - (e : ℂ) • 1) * R = 1) (hc : c ≠ 0)
    (h : downfolded A B R e *ᵥ c = (mu : ℂ) • (metric B R *ᵥ c)) :
    rayleigh (hamiltonian A B D) (lifted B R c) = e + mu ∧
    (∀ E₀, IsLeast (energies (hamiltonian A B D)) E₀ → E₀ ≤ e + mu) ∧
    hamiltonian A B D *ᵥ lifted B R c - ((e : ℂ) + mu) • lifted B R c
      = (mu : ℂ) • Sum.elim ((B * (R * R) * Bᴴ) *ᵥ c) (R *ᵥ (Bᴴ *ᵥ c)) := by
  refine ⟨rayleigh_lifted hD hR hc h, fun E₀ hE => ?_, residual hR h⟩
  have hpos := (lifted_norm (B := B) hD hR hc).2
  have hq := (div_eq_iff hpos.ne').mp (rayleigh_lifted hD hR hc h)
  have hv := variational (Matrix.IsHermitian.fromBlocks hA rfl hD) hE (lifted B R c)
  change _ ≤ (star (lifted B R c) ⬝ᵥ (hamiltonian A B D *ᵥ lifted B R c)).re at hv
  rw [hq, ← Complex.ofReal_add, Complex.re_ofReal_mul] at hv
  exact le_of_mul_le_mul_right hv (Complex.lt_def.mp hpos).1

/-- If `R` inverts `D - e` and `c` solves the linearized problem, then `x` satisfies the full
eigenvalue equation at `e + mu` exactly when `mu = 0` or the coupling `B* c` vanishes. -/
theorem exact_iff {mu : ℂ} (hR : (D - (e : ℂ) • 1) * R = 1)
    (h : downfolded A B R e *ᵥ c = mu • (metric B R *ᵥ c)) :
    hamiltonian A B D *ᵥ lifted B R c = ((e : ℂ) + mu) • lifted B R c
      ↔ mu = 0 ∨ Bᴴ *ᵥ c = 0 := by
  rw [← sub_eq_zero, residual hR h, smul_eq_zero]
  refine or_congr Iff.rfl ⟨fun h0 => ?_, fun hw => ?_⟩
  · have hv : R *ᵥ (Bᴴ *ᵥ c) = 0 := funext fun i => congrFun h0 (Sum.inr i)
    rw [← Matrix.one_mulVec (Bᴴ *ᵥ c), ← hR, ← Matrix.mulVec_mulVec, hv,
      Matrix.mulVec_zero]
  · ext (i | i) <;> simp only [← Matrix.mulVec_mulVec, hw, Matrix.mulVec_zero,
      Sum.elim_inl, Sum.elim_inr, Pi.zero_apply]

omit [Fintype m] in
/-- If `R` and `R'` invert `D - e` and `D - e - mu`, the exact downfolded operator at `e + mu`
equals the linearized one minus the remainder `mu² B R² R' B*`. -/
theorem linearization_remainder {R' : Matrix n n ℂ} {mu : ℝ}
    (hR : (D - (e : ℂ) • 1) * R = 1) (hR' : (D - ((e + mu : ℝ) : ℂ) • 1) * R' = 1) :
    downfolded A B R' (e + mu) = downfolded A B R e - (mu : ℂ) • metric B R
      - ((mu : ℂ) ^ 2) • (B * (R * R * R') * Bᴴ) := by
  have hl : R * (D - (e : ℂ) • 1) = 1 := mul_eq_one_comm.mp hR
  -- the resolvent identity, then its second iterate
  have h1 : R' = R + (mu : ℂ) • (R * R') := by
    calc R' = (R * (D - (e : ℂ) • 1)) * R' := by rw [hl, one_mul]
      _ = R * ((D - ((e + mu : ℝ) : ℂ) • 1) * R') + (mu : ℂ) • (R * R') := by
          push_cast
          simp only [mul_sub, sub_mul, smul_mul_assoc, mul_smul_comm, one_mul, mul_one,
            mul_assoc]
          module
      _ = R + (mu : ℂ) • (R * R') := by rw [hR', mul_one]
  have h2 : R' = R + (mu : ℂ) • (R * R) + ((mu : ℂ) ^ 2) • (R * R * R') := by
    calc R' = R + (mu : ℂ) • (R * R') := h1
      _ = R + (mu : ℂ) • (R * (R + (mu : ℂ) • (R * R'))) :=
          congrArg (fun X => R + (mu : ℂ) • (R * X)) h1
      _ = _ := by
          simp only [mul_add, mul_smul_comm, mul_assoc]
          module
  have h3 : B * R' * Bᴴ = B * R * Bᴴ + (mu : ℂ) • (B * (R * R) * Bᴴ)
      + ((mu : ℂ) ^ 2) • (B * (R * R * R') * Bᴴ) := by
    conv_lhs => rw [h2]
    simp only [Matrix.mul_add, Matrix.add_mul, Matrix.mul_smul, Matrix.smul_mul]
  unfold downfolded metric
  rw [h3]
  push_cast
  module

/-- For the two-level Hamiltonian with `A = 1`, `B = 1`, `D = 2`, at `e = 1`, the blocks `A` and `D`
are Hermitian, `R = 1` inverts `D - e`, and the nonzero vector `c = 1` solves the linearized problem
with `mu = -1/2`. -/
theorem linearized_downfolding_witness :
    (!![1] : Matrix (Fin 1) (Fin 1) ℂ).IsHermitian ∧
    (!![2] : Matrix (Fin 1) (Fin 1) ℂ).IsHermitian ∧
    ((!![2] : Matrix (Fin 1) (Fin 1) ℂ) - ((1 : ℝ) : ℂ) • 1) * !![1] = 1 ∧
    (![1] : Fin 1 → ℂ) ≠ 0 ∧
    downfolded (!![1] : Matrix (Fin 1) (Fin 1) ℂ) !![1] !![1] 1 *ᵥ ![1]
      = ((-1 / 2 : ℝ) : ℂ) • (metric (!![1] : Matrix (Fin 1) (Fin 1) ℂ) !![1] *ᵥ ![1]) := by
  refine ⟨?_, ?_, ?_, ?_, ?_⟩
  · ext i j
    fin_cases i; fin_cases j
    simp
  · ext i j
    fin_cases i; fin_cases j
    simp
  · ext i j
    fin_cases i; fin_cases j
    norm_num [Matrix.mul_apply]
  · intro h
    simpa using congrFun h 0
  · ext i
    fin_cases i
    have hT : (!![1] : Matrix (Fin 1) (Fin 1) ℂ)ᴴ = !![1] := by
      ext i j
      fin_cases i; fin_cases j
      simp
    norm_num [hT, downfolded, metric, Matrix.mulVec, Matrix.vecMul, dotProduct,
      Matrix.mul_apply]

end

end LinearizedDownfolding
```

```lean
#print axioms LinearizedDownfolding.eigenvalue_real
#print axioms LinearizedDownfolding.linearized_downfolding
#print axioms LinearizedDownfolding.exact_iff
#print axioms LinearizedDownfolding.linearization_remainder
```

```
'LinearizedDownfolding.eigenvalue_real' depends on axioms: [propext, Classical.choice, Quot.sound]
'LinearizedDownfolding.linearized_downfolding' depends on axioms: [propext, Classical.choice, Quot.sound]
'LinearizedDownfolding.exact_iff' depends on axioms: [propext, Classical.choice, Quot.sound]
'LinearizedDownfolding.linearization_remainder' depends on axioms: [propext, Classical.choice, Quot.sound]
```

`shifted_action` computes $(H-e)x$ block by block, with `fromBlocks_mulVec` carrying out the block multiplication. `lifted_norm` first shows that $R$ is Hermitian, then identifies $x^*x$ with the metric form; positivity follows because $c$ is a component of $x$. `rayleigh_lifted` combines the two and clears the denominator with `div_eq_iff`. `residual` subtracts $\mu x$ from the shifted action, one component at a time.

For `variational`, each eigenvector of $M-E_0$ is an eigenvector of $M$ with its eigenvalue raised by $E_0$. Minimality of $E_0$ makes the shifted eigenvalues nonnegative, and `posSemidef_iff_eigenvalues_nonneg` turns this into nonnegativity of the quadratic form. The main theorem applies the inequality to $x$ and cancels the positive factor $x^*x$.

`eigenvalue_real` allows a complex `mu` and compares $x^*Hx$ with its conjugate to show that the imaginary part is zero. `exact_iff` reads off when the residual vanishes, and `linearization_remainder` iterates the resolvent identity as above. `linearized_downfolding_witness` verifies the hypotheses for the two-level example.

In an actual calculation, $R$ need not be formed as a matrix. To apply $F$ to a trial vector $c$, one computes $B^*c$, solves a linear system with $D-e$, applies $B$, and subtracts the result from $(A-e)c$. Solving once more, with the first solution as the right-hand side, and then applying $B$ gives the metric term $BR^2B^*c$. If $D$ is diagonal, as in the doubles block of strict second-order ADC with canonical orbitals, each solve is a division by $D_{jj}-e$. An iterative eigensolver then returns $\mu$ and $c$, and $e+\mu$ can serve as the next guess if it is not an eigenvalue of $D$. Each such energy is an upper bound to the lowest eigenvalue of the ADC matrix, which is itself an approximate model, so this gives no bound on the molecule's exact excitation energy.
